# Derivative bounds for a finite Lehmann pole sum off the real axis

Let $s$ be a finite index set, $e_k$ real pole energies, $a_k \ge 0$ real weights, and
$$G(z)=\sum_{k\in s}\frac{a_k}{z-e_k},\qquad S=\sum_{k\in s}a_k .$$
For $\operatorname{Im} z>0$, $G$ is complex differentiable at $z$, with $|G(z)|\le S/\operatorname{Im} z$ and $|G'(z)|\le S/(\operatorname{Im} z)^2$. For $\operatorname{Im} z\neq0$ and every order $n\ge0$, the $n$-th derivative obeys $|G^{(n)}(z)|\le n!\,S/|\operatorname{Im} z|^{n+1}$. These statements concern magnitudes, and the Herglotz sign of $\operatorname{Im} G$ appears in none of them. For a Green's function with finitely many poles and nonnegative weights, they limit the height and slope at a broadened frequency $z=\omega+i\eta$ ($\omega$ real, $\eta>0$) to $S/\eta$ and $S/\eta^2$.

## Finitely many poles

A Hamiltonian on a finite-dimensional state space gives a finite Lehmann sum. In Lean, `s : Finset ι` labels the poles and `a e : ι → ℝ` are weights and energies. They are given numbers, not derived from a Hamiltonian. Repeated poles and the empty set are allowed, and continuous spectra are not covered. Finiteness is what permits termwise differentiation with no convergence condition. `weight s a` is $S$, and `Gn s a e n z` is the candidate derivative
$$G_n(z)=(-1)^n\,n!\sum_{k\in s}\frac{a_k}{(z-e_k)^{n+1}},\qquad G_0=G .$$

```lean
import Mathlib

open Finset Filter Topology

namespace LehmannBounds

noncomputable section

variable {ι : Type*}

/-- Green's function in Lehmann form: `G(z) = ∑ a_k / (z - e_k)` with real weights `a_k`
and real pole positions `e_k`. -/
def G (s : Finset ι) (a e : ι → ℝ) (z : ℂ) : ℂ :=
  ∑ k ∈ s, (a k : ℂ) / (z - e k)

/-- Total spectral weight `S = ∑ a_k`. -/
def weight (s : Finset ι) (a : ι → ℝ) : ℝ :=
  ∑ k ∈ s, a k

/-- The pole sum `(-1)^n n! ∑ a_k / (z - e_k)^(n+1)`. -/
def Gn (s : Finset ι) (a e : ι → ℝ) (n : ℕ) (z : ℂ) : ℂ :=
  (-1) ^ n * (n.factorial : ℂ) * ∑ k ∈ s, (a k : ℂ) / (z - e k) ^ (n + 1)
```

## Real poles, frequency off the axis

Real $e_k$ are energy differences of a Hermitian Hamiltonian, and reality enters through the type of `e`. For real $x$, $\operatorname{Im}(z-x)=\operatorname{Im} z$, so $|\operatorname{Im} z|\le|z-x|$. If $\operatorname{Im} z\ne0$, then $z-x\neq0$. `abs_im_le_dist` applies `Complex.abs_im_le_norm` to $z-x$, and `sub_pole_ne_zero` argues by contradiction. The norm `‖z - x‖` is the complex modulus.

```lean
/-- The distance from `z` to a real pole is at least `|Im z|`. -/
theorem abs_im_le_dist (z : ℂ) (x : ℝ) : |z.im| ≤ ‖z - x‖ := by
  have h := Complex.abs_im_le_norm (z - x)
  simpa using h

/-- Off the real axis the denominator `z - x` of a real pole does not vanish. -/
theorem sub_pole_ne_zero {z : ℂ} (hz : z.im ≠ 0) (x : ℝ) : z - x ≠ 0 := by
  intro h
  have h1 := abs_im_le_dist z x
  rw [h, norm_zero] at h1
  exact absurd (abs_pos.mpr hz) (not_lt_of_ge h1)
```

The counter-examples in this note are worked on paper and have not been formalised. With one complex pole at $i/2$ and weight $1$, $|G(i)|=1/|i/2|=2$, which exceeds $S/\operatorname{Im} z=1$. On the axis, $G(z)=1/z$ has no derivative at $z=0$.

## Nonnegative weights

In a diagonal fermionic Green's function at zero temperature the weights are squared moduli of addition and removal amplitudes; at finite temperature these squared moduli are multiplied by positive Boltzmann factors, so the weights remain nonnegative. The hypothesis `ha : ∀ k ∈ s, 0 ≤ a k` assumes this sign. By hand, the triangle inequality, $|a_k|=a_k$ and the distance bound give
$$|G_n(z)|\le n!\sum_k\frac{|a_k|}{|z-e_k|^{n+1}}=n!\sum_k\frac{a_k}{|z-e_k|^{n+1}}\le\frac{n!\,S}{|\operatorname{Im} z|^{n+1}} .$$
In `hsum`, `norm_sum_le` is the first step, `Real.norm_of_nonneg (ha k hk)` the second, and `div_le_div_of_nonneg_left` the third. That lemma shrinks a denominator under a nonnegative numerator, so it uses `ha` again.

```lean
/-- For nonnegative weights and `z` off the real axis, the pole sum of order `n` is bounded
by `n! S / |Im z|^(n+1)`. -/
theorem norm_Gn_le (s : Finset ι) (a e : ι → ℝ) (ha : ∀ k ∈ s, 0 ≤ a k) (n : ℕ)
    {z : ℂ} (hz : z.im ≠ 0) :
    ‖Gn s a e n z‖ ≤ n.factorial * weight s a / |z.im| ^ (n + 1) := by
  have hpos : 0 < |z.im| := abs_pos.mpr hz
  -- triangle inequality, then each pole is at distance at least |Im z|
  have hsum : ‖∑ k ∈ s, (a k : ℂ) / (z - e k) ^ (n + 1)‖
      ≤ weight s a / |z.im| ^ (n + 1) := by
    refine (norm_sum_le _ _).trans ?_
    rw [weight, Finset.sum_div]
    refine Finset.sum_le_sum fun k hk => ?_
    rw [norm_div, norm_pow, Complex.norm_real, Real.norm_of_nonneg (ha k hk)]
    exact div_le_div_of_nonneg_left (ha k hk) (pow_pos hpos _)
      (pow_le_pow_left₀ hpos.le (abs_im_le_dist z (e k)) _)
  rw [Gn, norm_mul, norm_mul, norm_pow, norm_neg, norm_one, one_pow, one_mul,
    Complex.norm_natCast, mul_div_assoc]
  exact mul_le_mul_of_nonneg_left hsum (Nat.cast_nonneg _)
```

For weights $+1$ at energy $1$ and $-1$ at energy $-1$, $S=0$, yet $G(i)=\frac1{i-1}-\frac1{i+1}=\frac{2}{i^2-1}=-1$.

## Differentiability needs no sign of the weights

Since $z-e_k\ne0$,
$$\frac{d}{dz}\frac{a_k}{(z-e_k)^{n+1}}=-(n+1)\frac{a_k}{(z-e_k)^{n+2}} .$$
Summing over $k$ and using $-(n+1)(-1)^n n!=(-1)^{n+1}(n+1)!$ gives $G_n'=G_{n+1}$. `HasDerivAt` over `ℂ` says that the complex derivative exists and equals $G_{n+1}(z)$. `hterm` is the quotient rule whose denominator is nonzero by `sub_pole_ne_zero`, `HasDerivAt.fun_sum` adds the terms, and `Nat.factorial_succ` absorbs $n+1$.

```lean
/-- Off the real axis the pole sum of order `n` is complex differentiable, and its
derivative is the pole sum of order `n + 1`. -/
theorem hasDerivAt_Gn (s : Finset ι) (a e : ι → ℝ) (n : ℕ) {z : ℂ} (hz : z.im ≠ 0) :
    HasDerivAt (Gn s a e n) (Gn s a e (n + 1) z) z := by
  -- derivative of a single pole term
  have hterm : ∀ k ∈ s, HasDerivAt (fun w : ℂ => (a k : ℂ) / (w - e k) ^ (n + 1))
      (-((n : ℂ) + 1) * ((a k : ℂ) / (z - e k) ^ (n + 1 + 1))) z := by
    intro k _
    have h0 := sub_pole_ne_zero hz (e k)
    have h1 : HasDerivAt (fun w : ℂ => w - e k) 1 z := (hasDerivAt_id z).sub_const _
    have h2 := (hasDerivAt_const z (a k : ℂ)).fun_div (h1.fun_pow (n + 1))
      (pow_ne_zero _ h0)
    refine h2.congr_deriv ?_
    simp only [Nat.add_sub_cancel]
    generalize z - (e k : ℂ) = u at h0
    push_cast
    field_simp
    ring
  have hsum := (HasDerivAt.fun_sum hterm).const_mul ((-1 : ℂ) ^ n * (n.factorial : ℂ))
  refine hsum.congr_deriv ?_
  rw [← Finset.mul_sum, Gn, Nat.factorial_succ]
  push_cast
  ring
```

Induction gives $G^{(n)}=G_n$. A derivative at $z$ depends on values near $z$, so the step needs $G^{(n)}=G_n$ on a neighbourhood. The set $\operatorname{Im} w\neq0$ is open, which is `hnear`. Stating the induction for all $z$ (`generalizing z`) makes `ih` available at the nearby points, which yields `heq`. Combining with `norm_Gn_le`, where `ha` returns, bounds every order in both half-planes.

```lean
/-- Off the real axis the `n`-th complex derivative of `G` is
`(-1)^n n! ∑ a_k / (z - e_k)^(n+1)`. -/
theorem iteratedDeriv_G (s : Finset ι) (a e : ι → ℝ) (n : ℕ) {z : ℂ} (hz : z.im ≠ 0) :
    iteratedDeriv n (G s a e) z = Gn s a e n z := by
  induction n generalizing z with
  | zero => simp [G, Gn]
  | succ n ih =>
    -- the set Im ≠ 0 is open, so the formula of order n holds near z
    have hnear : ∀ᶠ w in 𝓝 z, w.im ≠ 0 :=
      Complex.continuous_im.continuousAt.eventually_ne hz
    have heq : iteratedDeriv n (G s a e) =ᶠ[𝓝 z] Gn s a e n :=
      hnear.mono fun w hw => ih hw
    rw [iteratedDeriv_succ, heq.deriv_eq]
    exact (hasDerivAt_Gn s a e n hz).deriv

/-- For nonnegative weights and `z` off the real axis, every derivative of `G` obeys
`|G⁽ⁿ⁾(z)| ≤ n! S / |Im z|^(n+1)`. -/
theorem norm_iteratedDeriv_G_le (s : Finset ι) (a e : ι → ℝ) (ha : ∀ k ∈ s, 0 ≤ a k)
    (n : ℕ) {z : ℂ} (hz : z.im ≠ 0) :
    ‖iteratedDeriv n (G s a e) z‖ ≤ n.factorial * weight s a / |z.im| ^ (n + 1) := by
  rw [iteratedDeriv_G s a e n hz]
  exact norm_Gn_le s a e ha n hz
```

## The upper half-plane

$\operatorname{Im} z>0$ is the retarded side. `green_bounds` uses `0 < z.im` to obtain $\operatorname{Im} z\ne0$ (`hz.ne'`) and to remove the absolute value (`abs_of_pos hz`). The facts `b0` and `b1` are the orders $n=0$ and $n=1$, where $n!=1$. Differentiability is a separate clause, obtained from $G=G_0$, because Mathlib's `deriv` is zero where no derivative exists.

```lean
/-- For nonnegative weights and `Im z > 0`, the Green's function is complex differentiable
at `z`, with `|G(z)| ≤ S / Im z` and `|G'(z)| ≤ S / (Im z)²`. -/
theorem green_bounds (s : Finset ι) (a e : ι → ℝ) (ha : ∀ k ∈ s, 0 ≤ a k)
    {z : ℂ} (hz : 0 < z.im) :
    DifferentiableAt ℂ (G s a e) z ∧ ‖G s a e z‖ ≤ weight s a / z.im ∧
      ‖deriv (G s a e) z‖ ≤ weight s a / z.im ^ 2 := by
  have h0 : G s a e = Gn s a e 0 := by
    funext w
    simp [G, Gn]
  have b0 := norm_iteratedDeriv_G_le s a e ha 0 hz.ne'
  have b1 := norm_iteratedDeriv_G_le s a e ha 1 hz.ne'
  rw [abs_of_pos hz] at b0 b1
  refine ⟨?_, ?_, ?_⟩
  · rw [h0]
    exact (hasDerivAt_Gn s a e 0 hz.ne').differentiableAt
  · simpa using b0
  · simpa [iteratedDeriv_one] using b1
```

Below the axis the first bound fails as written: for $G(z)=1/z$ at $z=-i$, $|G|=1$ while $S/\operatorname{Im} z=-1$.

## All poles at $\operatorname{Re} z$

The extra hypothesis `he : ∀ k ∈ s, e k = z.re` puts every pole at the real part of the frequency, as for a degenerate level probed on resonance. Then $z-e_k=i\operatorname{Im} z$ (`hd`), the sum collapses to $S/(i\operatorname{Im} z)^{n+1}$ (`hsum`), and with $S\ge0$ (`hS`, from `ha`) the modulus is
$$|G^{(n)}(z)|=\frac{n!\,S}{|\operatorname{Im} z|^{n+1}} .$$
The bound is therefore attained at every order. The theorem gives a sufficient condition for equality and no converse.

```lean
/-- Sharpness: for nonnegative weights and `z` off the real axis, if all poles lie at `Re z`, the derivative bound of every order holds
with equality. -/
theorem bound_attained (s : Finset ι) (a e : ι → ℝ) (ha : ∀ k ∈ s, 0 ≤ a k)
    (n : ℕ) {z : ℂ} (hz : z.im ≠ 0) (he : ∀ k ∈ s, e k = z.re) :
    ‖iteratedDeriv n (G s a e) z‖ = n.factorial * weight s a / |z.im| ^ (n + 1) := by
  have hd : z - (z.re : ℂ) = z.im * Complex.I := by
    apply Complex.ext <;> simp
  have hS : 0 ≤ weight s a := Finset.sum_nonneg ha
  -- all terms share the denominator (i Im z)^(n+1)
  have hsum : ∑ k ∈ s, (a k : ℂ) / (z - e k) ^ (n + 1)
      = (weight s a : ℂ) / ((z.im : ℂ) * Complex.I) ^ (n + 1) := by
    rw [weight, Complex.ofReal_sum, Finset.sum_div]
    refine Finset.sum_congr rfl fun k hk => ?_
    rw [he k hk, hd]
  rw [iteratedDeriv_G s a e n hz, Gn, hsum, norm_mul, norm_mul, norm_pow, norm_neg,
    norm_one, one_pow, one_mul, Complex.norm_natCast, norm_div, norm_pow, norm_mul,
    Complex.norm_I, mul_one, Complex.norm_real, Complex.norm_real,
    Real.norm_of_nonneg hS, Real.norm_eq_abs, mul_div_assoc]
```

For one pole at energy $1$ with weight $1$, $|G(i)|=1/\sqrt2<1$, so the inequality can be strict without `he`.

## Two frequencies

Let $z$ and $w$ both lie off the axis, on the same side or on opposite sides. For one pole,
$$\frac{a_k}{z-e_k}-\frac{a_k}{w-e_k}=\frac{a_k\,(w-z)}{(z-e_k)(w-e_k)},$$
which is `hres` and needs both denominators nonzero (`h1` from `hz`, `h2` from `hw`). The triangle inequality, $a_k\ge0$ and the distance bound for each factor give
$$|G(z)-G(w)|\le|z-w|\sum_k\frac{a_k}{|z-e_k|\,|w-e_k|}\le\frac{S\,|z-w|}{|\operatorname{Im} z|\,|\operatorname{Im} w|}.$$
In the last step `mul_le_mul` multiplies the two instances of `abs_im_le_dist`. The signed weights above, where $S=0$ and $G$ is not constant, violate this estimate too.

```lean
/-- For nonnegative weights and two frequencies off the real axis,
`|G(z) - G(w)| ≤ S |z - w| / (|Im z| |Im w|)`. -/
theorem norm_G_sub_le (s : Finset ι) (a e : ι → ℝ) (ha : ∀ k ∈ s, 0 ≤ a k)
    {z w : ℂ} (hz : z.im ≠ 0) (hw : w.im ≠ 0) :
    ‖G s a e z - G s a e w‖ ≤ weight s a * ‖z - w‖ / (|z.im| * |w.im|) := by
  have pz : 0 < |z.im| := abs_pos.mpr hz
  have pw : 0 < |w.im| := abs_pos.mpr hw
  rw [G, G, ← Finset.sum_sub_distrib, weight, Finset.sum_mul, Finset.sum_div]
  refine (norm_sum_le _ _).trans (Finset.sum_le_sum fun k hk => ?_)
  have h1 := sub_pole_ne_zero hz (e k)
  have h2 := sub_pole_ne_zero hw (e k)
  -- resolvent identity for one pole
  have hres : (a k : ℂ) / (z - e k) - (a k : ℂ) / (w - e k)
      = (a k : ℂ) * (w - z) / ((z - e k) * (w - e k)) := by
    rw [div_sub_div _ _ h1 h2]
    congr 1
    ring
  rw [hres, norm_div, norm_mul, norm_mul, Complex.norm_real,
    Real.norm_of_nonneg (ha k hk), norm_sub_rev w z]
  exact div_le_div_of_nonneg_left (mul_nonneg (ha k hk) (norm_nonneg _)) (mul_pos pz pw)
    (mul_le_mul (abs_im_le_dist z _) (abs_im_le_dist w _) pw.le (norm_nonneg _))

end

end LehmannBounds
```

```lean
#print axioms LehmannBounds.hasDerivAt_Gn
#print axioms LehmannBounds.green_bounds
#print axioms LehmannBounds.bound_attained
#print axioms LehmannBounds.norm_G_sub_le
```

```
'LehmannBounds.hasDerivAt_Gn' depends on axioms: [propext, Classical.choice, Quot.sound]
'LehmannBounds.green_bounds' depends on axioms: [propext, Classical.choice, Quot.sound]
'LehmannBounds.bound_attained' depends on axioms: [propext, Classical.choice, Quot.sound]
'LehmannBounds.norm_G_sub_le' depends on axioms: [propext, Classical.choice, Quot.sound]
```
